# For a Hermitian Hamiltonian, the Lanczos moment of order 2n is low by a squared Krylov residual

Let H be a Hermitian operator on a finite-dimensional complex space, u a vector and n ≥ 1. Let P be the orthogonal projector onto the Krylov space K spanned by u, Hu, ..., H^(n-1)u. Then

⟨u, H^(2n) u⟩ − ⟨u, (PHP)^(2n) u⟩ = ‖(1 − P) H^n u‖².

The right side is also the least value of ‖p(H)u‖² over monic polynomials p of degree n. It vanishes exactly when PHP reproduces the moments ⟨u, H^k u⟩ of every order k.

## The discarded coefficient β_n in a structure-factor run

To compute a dynamical density structure factor at zero temperature, a Lanczos code can take u = ρ_q ψ_0, where ψ_0 is the normalised ground state and ρ_q is the Fourier component of the particle density at wave vector q. The exact spectrum has lines at the eigenvalues ε_i of H, with weights |⟨b_i, u⟩|² for orthonormal eigenvectors b_i. Its k-th moment is ⟨u, H^k u⟩. After n steps the code has a tridiagonal matrix, which is PHP restricted to K, and takes its eigenvalues as approximate line positions, with weights |⟨y, u⟩|² for the corresponding orthonormal eigenvectors y in K. For a finite Hamiltonian and without rounding, the identity gives the error of this approximate spectrum at order 2n.

The error can be read from the recursion. With orthonormal Lanczos vectors v_j, starting from v_1 = u/‖u‖, with β_0 v_0 = 0 and no early termination,

H v_j = β_(j−1) v_(j−1) + α_j v_j + β_j v_(j+1).

The n × n matrix contains α_1, ..., α_n and β_1, ..., β_(n−1). The next norm, β_n, is left out of it. Repeated use of the recursion shows that H^n u is ‖u‖ β_1 ⋯ β_n v_(n+1) plus a vector of K, so

‖(1 − P) H^n u‖² = ‖u‖² β_1² ⋯ β_n².

For moments normalised by ‖u‖², the deficit is the product of the β_j² alone.

Take two levels with energies 0 and 2, and a unit vector u with weight 1/2 on each. One step replaces the two lines by a single line at energy 1 with weight 1. The exact second moment is 2, the Lanczos value is 1, and the missing amount is β_1² = 1.

In units with ħ = 1, structure factors are usually plotted against ω = ε_i − E_0, where E_0 is the ground-state energy. Replacing H by H − E_0 leaves K unchanged and alters H^n u only by a vector of K, so the deficit stays the same.

## From PH on the Krylov space to the missing norm

Write T = PHP and w = H^n u. The inner product is linear in its second argument.

If x lies in K, then Px = x, and therefore

Tx = PHPx = PHx.

It follows that T^k u = H^k u for all k < n. This is clear for k = 0. If it holds for k and k + 1 < n, then

T^(k+1) u = T H^k u = P H^(k+1) u = H^(k+1) u,

because H^(k+1) u is one of the vectors that span K. At the next step the vector H^n u need not lie in K, so the projector remains:

T^n u = P H^n u = Pw.

The operator T is Hermitian, since P and H are:

⟨PHPx, y⟩ = ⟨HPx, Py⟩ = ⟨Px, HPy⟩ = ⟨x, PHPy⟩.

For any Hermitian A, moving n factors to the left gives

⟨u, A^(2n) u⟩ = ⟨A^n u, A^n u⟩ = ‖A^n u‖².

With A = H and A = T, the two moments are ‖w‖² and ‖Pw‖². Since w − Pw is orthogonal to K, Pythagoras gives, for every x in K,

‖w − x‖² = ‖w − Pw‖² + ‖Pw − x‖².

Setting x = 0 yields ‖w‖² − ‖Pw‖² = ‖w − Pw‖², which is the identity.

The same equation gives the minimum. A monic p of degree n with lower coefficients c_i satisfies

p(H)u = w − x, where x = −Σ_(i<n) c_i H^i u lies in K.

Hence ‖p(H)u‖² ≥ ‖w − Pw‖². Since Pw lies in K, it equals q(H)u for some q of degree below n, and p(X) = X^n − q(X) attains the bound.

Finally, suppose that the moment of order 2n is exact. Then w = Pw, so w lies in K. The operator H sends each spanning vector H^j u to H^(j+1) u, which is either another spanning vector or w, so H maps K into itself. By induction, H^k u lies in K and T^k u = H^k u for every k, and all moments agree. The converse is the case k = 2n.

## Moments, projector and deficit in Lean

```lean
import Mathlib

open Polynomial

namespace LanczosMomentDeficit

noncomputable section

variable {V : Type*} [NormedAddCommGroup V] [InnerProductSpace ℂ V]

/-- The `k`-th spectral moment `⟨u, A^k u⟩` of the operator `A` in the state `u`. -/
def moment (A : Module.End ℂ V) (u : V) (k : ℕ) : ℂ := inner ℂ u ((A ^ k) u)

/-- The Krylov space spanned by `u, Hu, ..., H^(n-1) u`. -/
def krylov (H : Module.End ℂ V) (u : V) (n : ℕ) : Submodule ℂ V :=
  Submodule.span ℂ {x | ∃ j < n, (H ^ j) u = x}

/-- For a Hamiltonian with an orthonormal eigenbasis and real energies `ε i`, the `k`-th moment
is the sum of `ε i ^ k` weighted by the line intensities `|⟨b i, u⟩|²`. -/
theorem moment_eq_sum_lines {ι : Type*} [Fintype ι] (b : OrthonormalBasis ι ℂ V)
    (H : Module.End ℂ V) (ε : ι → ℝ) (hb : ∀ i, H (b i) = (ε i : ℂ) • b i) (u : V) (k : ℕ) :
    moment H u k = ∑ i, (ε i : ℂ) ^ k * ((‖inner ℂ (b i) u‖ ^ 2 : ℝ) : ℂ) := by
  have hpow : ∀ i, (H ^ k) (b i) = (ε i : ℂ) ^ k • b i := by
    intro i
    induction k with
    | zero => simp
    | succ k ih =>
      have e : (H ^ (k + 1)) (b i) = H ((H ^ k) (b i)) := by rw [pow_succ']; rfl
      rw [e, ih, map_smul, hb, smul_smul, pow_succ]
  -- expand the state in the eigenbasis
  have hu : (H ^ k) u = ∑ i, inner ℂ (b i) u • ((ε i : ℂ) ^ k • b i) := by
    conv_lhs => rw [← b.sum_repr' u]
    rw [map_sum]
    exact Finset.sum_congr rfl fun i _ => by rw [map_smul, hpow]
  unfold moment
  rw [hu, inner_sum]
  refine Finset.sum_congr rfl fun i _ => ?_
  have h : inner ℂ (b i) u * inner ℂ u (b i) = ((‖inner ℂ (b i) u‖ ^ 2 : ℝ) : ℂ) := by
    rw [← inner_conj_symm u (b i), Complex.mul_conj, Complex.normSq_eq_norm_sq]
  rw [inner_smul_right, inner_smul_right, ← h]
  ring

/-- An even moment of a Hermitian operator is a squared norm: `⟨u, A^(2n) u⟩ = ‖A^n u‖²`. -/
theorem moment_even {A : Module.End ℂ V} (hA : LinearMap.IsSymmetric A) (u : V) (n : ℕ) :
    moment A u (2 * n) = ((‖(A ^ n) u‖ ^ 2 : ℝ) : ℂ) := by
  have hs : ∀ (m : ℕ) (x y : V), inner ℂ ((A ^ m) x) y = inner ℂ x ((A ^ m) y) := by
    intro m
    induction m with
    | zero => intro x y; simp
    | succ m ih =>
      intro x y
      have e1 : (A ^ (m + 1)) x = A ((A ^ m) x) := by rw [pow_succ']; rfl
      have e2 : (A ^ (m + 1)) y = (A ^ m) (A y) := by rw [pow_succ]; rfl
      rw [e1, e2, hA, ih]
  have e : (A ^ (2 * n)) u = (A ^ n) ((A ^ n) u) := by rw [two_mul, pow_add]; rfl
  unfold moment
  rw [e, ← hs]
  exact (inner_self_eq_norm_sq_to_K _).trans (Complex.ofReal_pow _ _).symm

variable [FiniteDimensional ℂ V]

/-- The orthogonal projector `P` onto the Krylov space. -/
def proj (H : Module.End ℂ V) (u : V) (n : ℕ) : Module.End ℂ V :=
  (krylov H u n).starProjection.toLinearMap

/-- The Lanczos Hamiltonian `PHP`. -/
def lanczosH (H : Module.End ℂ V) (u : V) (n : ℕ) : Module.End ℂ V :=
  proj H u n * H * proj H u n

/-- The Lanczos Hamiltonian of a Hermitian `H` is Hermitian. -/
theorem lanczosH_symmetric {H : Module.End ℂ V} (hH : LinearMap.IsSymmetric H) (u : V) (n : ℕ) :
    LinearMap.IsSymmetric (lanczosH H u n) := by
  intro x y
  exact ((krylov H u n).inner_starProjection_left_eq_right _ _).trans
    ((hH _ _).trans ((krylov H u n).inner_starProjection_left_eq_right _ _))

/-- On a vector of the Krylov space the Lanczos Hamiltonian acts as `PH`. -/
theorem lanczosH_apply_of_mem (H : Module.End ℂ V) (u : V) (n : ℕ) {x : V}
    (hx : x ∈ krylov H u n) : lanczosH H u n x = proj H u n (H x) := by
  have h : proj H u n x = x := Submodule.starProjection_eq_self_iff.mpr hx
  change proj H u n (H (proj H u n x)) = _
  rw [h]

/-- For `n ≥ 1`, applying the Lanczos Hamiltonian `n` times to `u` gives the projection
of `H^n u` onto the Krylov space. -/
theorem lanczosH_pow_apply (H : Module.End ℂ V) (u : V) {n : ℕ} (hn : 1 ≤ n) :
    (lanczosH H u n ^ n) u = proj H u n ((H ^ n) u) := by
  have step : ∀ (A : Module.End ℂ V) (k : ℕ), (A ^ (k + 1)) u = A ((A ^ k) u) := by
    intro A k
    rw [pow_succ']; rfl
  have mem : ∀ k < n, (H ^ k) u ∈ krylov H u n :=
    fun k hk => Submodule.subset_span ⟨k, hk, rfl⟩
  -- below order n the projector is invisible
  have low : ∀ k < n, (lanczosH H u n ^ k) u = (H ^ k) u := by
    intro k
    induction k with
    | zero => intro _; simp
    | succ k ih =>
      intro hk
      rw [step, ih (by omega), lanczosH_apply_of_mem H u n (mem k (by omega)), ← step]
      exact Submodule.starProjection_eq_self_iff.mpr (mem _ hk)
  have last : ∀ m, m + 1 = n → (lanczosH H u n ^ (m + 1)) u = proj H u n ((H ^ (m + 1)) u) := by
    intro m hm
    rw [step, low m (by omega), lanczosH_apply_of_mem H u n (mem m (by omega)), ← step]
  have h := last (n - 1) (by omega)
  rwa [Nat.sub_add_cancel hn] at h

/-- Pythagoras for the Krylov projector: for `x` in the Krylov space,
`‖w - x‖² = ‖w - Pw‖² + ‖Pw - x‖²`. -/
theorem residual_pythagoras (H : Module.End ℂ V) (u : V) (n : ℕ) (w : V) {x : V}
    (hx : x ∈ krylov H u n) :
    ‖w - x‖ ^ 2 = ‖w - proj H u n w‖ ^ 2 + ‖proj H u n w - x‖ ^ 2 := by
  have hm : proj H u n w - x ∈ krylov H u n :=
    Submodule.sub_mem _ (Submodule.starProjection_apply_mem _ w) hx
  have h0 : inner ℂ (w - proj H u n w) (proj H u n w - x) = 0 :=
    Submodule.starProjection_inner_eq_zero w _ hm
  have h := norm_add_sq_eq_norm_sq_add_norm_sq_of_inner_eq_zero _ _ h0
  rw [sub_add_sub_cancel] at h
  simpa only [sq] using h

/-- For Hermitian `H` and `n ≥ 1`, the Lanczos moment of order `2n` is too small by exactly
`‖(1 - P) H^n u‖²`. -/
theorem lanczos_moment_deficit {H : Module.End ℂ V} (hH : LinearMap.IsSymmetric H) (u : V)
    {n : ℕ} (hn : 1 ≤ n) :
    moment H u (2 * n) - moment (lanczosH H u n) u (2 * n)
      = ((‖(H ^ n) u - proj H u n ((H ^ n) u)‖ ^ 2 : ℝ) : ℂ) := by
  rw [moment_even hH, moment_even (lanczosH_symmetric hH u n), lanczosH_pow_apply H u hn]
  have h := residual_pythagoras H u n ((H ^ n) u) (Submodule.zero_mem _)
  simp only [sub_zero] at h
  rw [← Complex.ofReal_sub]
  congr 1
  linarith

/-- The squared residual `‖(1 - P) H^n u‖²` is the least value of `‖p(H) u‖²` over all monic
polynomials `p` of degree `n`. -/
theorem deficit_isLeast (H : Module.End ℂ V) (u : V) (n : ℕ) :
    IsLeast {r : ℝ | ∃ p : ℂ[X], p.Monic ∧ p.natDegree = n ∧ r = ‖(aeval H p) u‖ ^ 2}
      (‖(H ^ n) u - proj H u n ((H ^ n) u)‖ ^ 2) := by
  constructor
  · -- every Krylov vector is q(H)u with q of degree below n
    have hle : krylov H u n ≤
        (degreeLT ℂ n).map ((LinearMap.applyₗ u).comp (aeval H).toLinearMap) := by
      refine Submodule.span_le.mpr ?_
      rintro _ ⟨j, hj, rfl⟩
      refine ⟨X ^ j, mem_degreeLT.mpr ?_, ?_⟩
      · rw [degree_X_pow]
        exact_mod_cast hj
      · simp
    obtain ⟨q, hq, hqe⟩ := hle (Submodule.starProjection_apply_mem _ ((H ^ n) u))
    change (aeval H q) u = proj H u n ((H ^ n) u) at hqe
    have hd : q.degree < (X ^ n : ℂ[X]).degree := by
      rw [degree_X_pow]
      exact mem_degreeLT.mp hq
    refine ⟨X ^ n - q, (monic_X_pow n).sub_of_left hd, ?_, ?_⟩
    · exact natDegree_eq_of_degree_eq_some
        ((degree_sub_eq_left_of_degree_lt hd).trans (degree_X_pow n))
    · rw [map_sub, map_pow, aeval_X, LinearMap.sub_apply, hqe]
  · rintro r ⟨p, hp, hdeg, rfl⟩
    have hc : p.coeff n = 1 := by
      rw [← hdeg]
      exact hp.coeff_natDegree
    have hx : (-∑ i ∈ Finset.range n, p.coeff i • (H ^ i) u) ∈ krylov H u n :=
      Submodule.neg_mem _ (Submodule.sum_mem _ fun i hi => Submodule.smul_mem _ _
        (Submodule.subset_span ⟨i, Finset.mem_range.mp hi, rfl⟩))
    -- p(H)u differs from H^n u by a Krylov vector
    have e : (aeval H p) u = (H ^ n) u - (-∑ i ∈ Finset.range n, p.coeff i • (H ^ i) u) := by
      rw [aeval_eq_sum_range, hdeg, Finset.sum_range_succ]
      simp only [hc, one_smul, LinearMap.add_apply, LinearMap.sum_apply, LinearMap.smul_apply]
      abel
    rw [e, residual_pythagoras H u n _ hx]
    exact le_add_of_nonneg_right (sq_nonneg _)

/-- For Hermitian `H` and `n ≥ 1`, the Lanczos moment of order `2n` is exact if and only if the
Lanczos moments of all orders are exact. -/
theorem moment_exact_iff_all_exact {H : Module.End ℂ V} (hH : LinearMap.IsSymmetric H) (u : V)
    {n : ℕ} (hn : 1 ≤ n) :
    moment (lanczosH H u n) u (2 * n) = moment H u (2 * n) ↔
      ∀ k, moment (lanczosH H u n) u k = moment H u k := by
  refine ⟨fun heq => ?_, fun h => h _⟩
  have h := lanczos_moment_deficit hH u hn
  rw [heq, sub_self] at h
  have h2 : ‖(H ^ n) u - proj H u n ((H ^ n) u)‖ ^ 2 = 0 := by exact_mod_cast h.symm
  have hw : (H ^ n) u = proj H u n ((H ^ n) u) :=
    sub_eq_zero.mp (norm_eq_zero.mp ((pow_eq_zero_iff two_ne_zero).mp h2))
  have hmem : (H ^ n) u ∈ krylov H u n := Submodule.starProjection_eq_self_iff.mp hw.symm
  have step : ∀ (A : Module.End ℂ V) (k : ℕ), (A ^ (k + 1)) u = A ((A ^ k) u) := by
    intro A k
    rw [pow_succ']; rfl
  -- the Krylov space is invariant under H
  have hinv : krylov H u n ≤ (krylov H u n).comap H := by
    refine Submodule.span_le.mpr ?_
    rintro _ ⟨j, hj, rfl⟩
    change H ((H ^ j) u) ∈ krylov H u n
    rw [← step]
    rcases Nat.lt_or_ge (j + 1) n with hlt | hge
    · exact Submodule.subset_span ⟨j + 1, hlt, rfl⟩
    · have hj' : j + 1 = n := by omega
      rw [hj']
      exact hmem
  have all : ∀ k, (H ^ k) u ∈ krylov H u n ∧ (lanczosH H u n ^ k) u = (H ^ k) u := by
    intro k
    induction k with
    | zero => exact ⟨Submodule.subset_span ⟨0, hn, rfl⟩, by simp⟩
    | succ k ih =>
      have hk : H ((H ^ k) u) ∈ krylov H u n := hinv ih.1
      rw [step, step, ih.2, lanczosH_apply_of_mem H u n ih.1]
      exact ⟨hk, Submodule.starProjection_eq_self_iff.mpr hk⟩
  intro k
  unfold moment
  rw [(all k).2]

end

end LanczosMomentDeficit
```

```lean
#print axioms LanczosMomentDeficit.moment_eq_sum_lines
#print axioms LanczosMomentDeficit.lanczos_moment_deficit
#print axioms LanczosMomentDeficit.deficit_isLeast
#print axioms LanczosMomentDeficit.moment_exact_iff_all_exact
```

```
'LanczosMomentDeficit.moment_eq_sum_lines' depends on axioms: [propext, Classical.choice, Quot.sound]
'LanczosMomentDeficit.lanczos_moment_deficit' depends on axioms: [propext, Classical.choice, Quot.sound]
'LanczosMomentDeficit.deficit_isLeast' depends on axioms: [propext, Classical.choice, Quot.sound]
'LanczosMomentDeficit.moment_exact_iff_all_exact' depends on axioms: [propext, Classical.choice, Quot.sound]
```

## What the Lean statements say about H, P and u

The space `V` is a complex inner-product space, finite-dimensional from the definition of `proj` onwards. `H` is a linear map from `V` to itself, and `LinearMap.IsSymmetric H` says that it is Hermitian. The vector `u` is arbitrary: it need not be normalised and may be zero. `krylov H u n`, `proj H u n` and `lanczosH H u n` are K, P and PHP.

`lanczos_moment_deficit` is the main identity. `moment` is complex-valued, so the real squared norm on the right is cast to ℂ, and the equation also says that the difference is real and non-negative. The hypothesis `1 ≤ n` is needed when u ≠ 0: at n = 0 both moments are ‖u‖², so the left side is 0, while the right side is ‖u‖².

`deficit_isLeast` allows complex coefficients and needs neither Hermiticity nor n ≥ 1. `IsLeast` says that the value is attained and is a lower bound. `moment_exact_iff_all_exact` is the equivalence between exactness at order 2n and at all orders. `moment_eq_sum_lines` links moments to line intensities; it takes an orthonormal eigenbasis with real energies as a hypothesis.

The lemmas follow the derivation. `lanczosH_apply_of_mem` replaces PHP by PH on K, and `lanczosH_pow_apply` contains the induction below order n (`low`) and the last application (`last`). `lanczosH_symmetric` and `moment_even` turn both moments into squared norms. `residual_pythagoras` supplies the orthogonal splitting, and `linarith` rearranges it in the main theorem. In `deficit_isLeast`, the inclusion `hle` writes Krylov vectors as q(H)u; in the equivalence, `hinv` is the invariance of K and `all` is the final induction.

The Mathlib device behind these steps is `Submodule.starProjection`, the orthogonal projection regarded as a map from `V` to `V`. A projection with values in the subspace would have a different target type, whereas this one, once `proj` has converted it to a plain linear map, can be multiplied with `H` and the product raised to powers. Its lemma `Submodule.starProjection_eq_self_iff` says that Pv = v if and only if v lies in K. Read from right to left, it removes the projector in the induction below order n. Read from left to right, it turns a zero deficit into membership of H^n u in K, from which the invariance follows.

## True projectors, finite spaces and unbroadened lines

The theorems concern the operator PHP with P a true orthogonal projector. They say nothing about floating-point recursions, in which the computed Lanczos vectors can lose orthogonality. Nor do they describe a continuous spectrum, since the space is finite-dimensional. Neither ρ_q nor a ground state appears in the file; the structure factor enters through the choice of u. The moments belong to the bare lines: Lorentzian broadening, common in plots, makes the second moment of a non-zero spectrum diverge.

The moments below order 2n agree as well. Any k ≤ 2n − 1 can be written as k = a + b with a ≤ n − 1 and b ≤ n, and then

⟨u, T^k u⟩ = ⟨T^a u, T^b u⟩ = ⟨H^a u, P H^b u⟩ = ⟨H^a u, H^b u⟩ = ⟨u, H^k u⟩.

This argument and the formula with the β_j are ordinary derivations given here in prose, and the Lean file contains neither.
